# A vector operator connects different angular momenta only if they differ by one

Without a selection rule, a small computed dipole element between a $j=1$ and a $j=3$ level is ambiguous: it may be a weak line or numerical noise. If the finite angular momentum and dipole matrices obey the commutation relations below exactly, it must be zero. In a calculation on a single atom whose finite basis consists of complete multiplets of the angular momentum about the nucleus, such blocks of the dipole matrix can therefore be skipped.

## Operators and matrix elements

Operators are complex square matrices whose rows and columns are labelled by a finite type `n`, and $\hbar=1$.

In Lean 4 with Mathlib:

```lean
import Mathlib

open Matrix Complex

namespace DipoleSelectionRules

noncomputable section

variable {n : Type*} [Fintype n] [DecidableEq n]
```

The commutator is $[A,B]=AB-BA$.

```lean
/-- The commutator of two operators. -/
def comm (A B : Matrix n n ℂ) : Matrix n n ℂ := A * B - B * A
```

The components $J_0,J_1,J_2$ stand for $J_x,J_y,J_z$, and $J^2=\sum_a J_a^2$.

```lean
/-- The squared length `J² = J_x² + J_y² + J_z²` of an operator triple. -/
def square (J : Fin 3 → Matrix n n ℂ) : Matrix n n ℂ := ∑ a, J a * J a
```

The matrix element $\langle v,Au\rangle$ is conjugate-linear in $v$. The vectors need not be normalised.

```lean
/-- The matrix element `⟨v, A u⟩`. -/
def element (v : n → ℂ) (A : Matrix n n ℂ) (u : n → ℂ) : ℂ := star v ⬝ᵥ (A *ᵥ u)
```

## Rotations and vectors

Indices are added modulo 3, so a single equation, $[J_a,J_{a+1}]=iJ_{a+2}$, covers all cyclic permutations. Each $J_a$ is Hermitian.

```lean
/-- Hermitian triples with `[J_x, J_y] = i J_z` and its cyclic permutations. -/
structure IsAngularMomentum (J : Fin 3 → Matrix n n ℂ) : Prop where
  hermitian : ∀ a, (J a)ᴴ = J a
  cyclic : ∀ a, comm (J a) (J (a + 1)) = I • J (a + 2)
```

A vector operator rotates like a position vector:

$$[J_a,V_a]=0,\quad [J_a,V_{a+1}]=iV_{a+2},\quad [J_a,V_{a+2}]=-iV_{a+1}.$$

The electronic dipole of an atom, proportional to the sum of the electron positions measured from the nucleus, obeys these relations both with the total orbital angular momentum and with orbital plus spin angular momentum. $V$ need not be Hermitian.

```lean
/-- Vector operators: `[J_a, V_b] = i ε_abc V_c`, with the components counted cyclically. -/
structure IsVectorOperator (J V : Fin 3 → Matrix n n ℂ) : Prop where
  same : ∀ a, J a * V a = V a * J a
  next : ∀ a, comm (J a) (V (a + 1)) = I • V (a + 2)
  prev : ∀ a, comm (J a) (V (a + 2)) = -(I • V (a + 1))
```

## The triple commutator

Put $(x,y,z)=-i(J_a,J_{a+1},J_{a+2})$ and $(p,q,r)=(V_a,V_{a+1},V_{a+2})$. The factors of $i$ disappear: $[x,y]=z$, $[x,q]=r$, $[x,r]=-q$, and cyclically. Let $D=x^2+y^2+z^2=-J^2$. First,

$$[D,x]=-(yz+zy)+(zy+yz)=0,$$

and likewise for $y$ and $z$. Next,

$$[D,p]=-(yr+ry)+(zq+qz)=2(zq-yr)+2p,$$

because $ry=yr-p$ and $qz=zq+p$. Cyclically, $[D,q]=2(xr-zp)+2q$ and $[D,r]=2(yp-xq)+2r$. The scalar $S=xp+yq+zr$ then commutes with $D$:

$$[D,S]=2\big([z,y]p+[x,z]q+[y,x]r\big)+2S=-2S+2S=0.$$

A second commutator gives

$$\begin{aligned}
[D,[D,p]]&=2z[D,q]-2y[D,r]+2[D,p]\\
&=4(zxr+yxq)-4(y^2+z^2)p+4(zq-yr)+2[D,p]\\
&=4xS-4Dp+2[D,p]=4xS-2(Dp+pD),
\end{aligned}$$

where the third line uses $zx=xz+y$ and $yx=xy-z$. Since $D$ commutes with $xS$, a third commutator leaves $-2[D,Dp+pD]$.

In the proof, `h1`–`h3` are the first commutators, `hDS` is $[D,S]=0$ and `h4` is the second commutator. Each `linear_combination` lists the relations used, multiplied from the left or right, and `noncomm_ring` checks the remaining algebra without reordering factors.

```lean
/-- For rotation generators `x, y, z` with squared length `D` and a vector `p, q, r`, the triple
commutator of `D` with `p` is `-2 [D, D p + p D]`. -/
theorem generator_identity {R : Type*} [Ring R] {x y z p q r D : R}
    (hD : D = x * x + y * y + z * z)
    (hxy : x * y - y * x = z) (hyz : y * z - z * y = x) (hzx : z * x - x * z = y)
    (hxp : x * p = p * x) (hyq : y * q = q * y) (hzr : z * r = r * z)
    (hxq : x * q - q * x = r) (hyr : y * r - r * y = p) (hzp : z * p - p * z = q)
    (hxr : x * r - r * x = -q) (hyp : y * p - p * y = -r) (hzq : z * q - q * z = -p) :
    D * (D * (D * p - p * D) - (D * p - p * D) * D)
      - (D * (D * p - p * D) - (D * p - p * D) * D) * D
      = -(2 * (D * (D * p + p * D) - (D * p + p * D) * D)) := by
  -- the squared length commutes with the generators
  have hDx : D * x = x * D := by
    rw [hD]
    linear_combination (norm := noncomm_ring) -y * hxy - hxy * y + z * hzx + hzx * z
  have hDy : D * y = y * D := by
    rw [hD]
    linear_combination (norm := noncomm_ring) -z * hyz - hyz * z + x * hxy + hxy * x
  have hDz : D * z = z * D := by
    rw [hD]
    linear_combination (norm := noncomm_ring) -x * hzx - hzx * x + y * hyz + hyz * y
  -- first commutators with the vector
  have h1 : D * p - p * D = 2 * (z * q - y * r) + 2 * p := by
    rw [hD]
    linear_combination (norm := noncomm_ring)
      x * hxp + hxp * x + y * hyp + hyp * y + z * hzp + hzp * z + hyr - hzq
  have h2 : D * q - q * D = 2 * (x * r - z * p) + 2 * q := by
    rw [hD]
    linear_combination (norm := noncomm_ring)
      x * hxq + hxq * x + y * hyq + hyq * y + z * hzq + hzq * z + hzp - hxr
  have h3 : D * r - r * D = 2 * (y * p - x * q) + 2 * r := by
    rw [hD]
    linear_combination (norm := noncomm_ring)
      x * hxr + hxr * x + y * hyr + hyr * y + z * hzr + hzr * z + hxq - hyp
  -- the scalar product `S` commutes with `D`, so one more commutator removes it
  obtain ⟨S, hS⟩ : ∃ S, S = x * p + y * q + z * r := ⟨_, rfl⟩
  have hDS : D * S = S * D := by
    rw [hS]
    linear_combination (norm := noncomm_ring) hDx * p + x * h1 + hDy * q + y * h2
      + hDz * r + z * h3 - 2 * hzx * q - 2 * hxy * r - 2 * hyz * p
  have h4 : D * (D * p - p * D) - (D * p - p * D) * D = 4 * (x * S) - 2 * (D * p + p * D) := by
    rw [hS]
    linear_combination (norm := noncomm_ring) D * h1 - h1 * D + 2 * hDz * q + 2 * z * h2
      - 2 * hDy * r - 2 * y * h3 + 4 * hzx * r - 4 * hxy * q + 4 * hD * p
  linear_combination (norm := noncomm_ring) D * h4 - h4 * D + 4 * hDx * S + 4 * x * hDS
```

Substituting $D=-J^2$ gives

$$[J^2,[J^2,[J^2,V_a]]]=2[J^2,J^2V_a+V_aJ^2].$$

The helpers `g` and `g'` remove the factors of $i$, and `e` does the cyclic index arithmetic.

```lean
/-- Each component of a vector operator obeys
`[J², [J², [J², V_a]]] = 2 [J², J² V_a + V_a J²]`. -/
theorem triple_commutator {J V : Fin 3 → Matrix n n ℂ} (hJ : IsAngularMomentum J)
    (hV : IsVectorOperator J V) (a : Fin 3) :
    comm (square J) (comm (square J) (comm (square J) (V a)))
      = (2 : ℂ) • comm (square J) (square J * V a + V a * square J) := by
  have e : ∀ a : Fin 3, a + 1 + 1 = a + 2 ∧ a + 1 + 2 = a ∧ a + 2 + 1 = a ∧
      a + 2 + 2 = a + 1 := by decide
  obtain ⟨e1, e2, e3, e4⟩ := e a
  -- pass to the generators `-i J`, whose structure constants are integers
  have g : ∀ {A B X : Matrix n n ℂ}, comm A B = I • X →
      ((-I) • A) * B - B * ((-I) • A) = X := by
    intro A B X h
    unfold comm at h
    rw [Matrix.smul_mul, Matrix.mul_smul, ← smul_sub, h, smul_smul]
    simp
  have g' : ∀ {A B X : Matrix n n ℂ}, comm A B = I • X →
      comm A ((-I) • B) = I • ((-I) • X) := by
    intro A B X h
    unfold comm at h ⊢
    rw [Matrix.smul_mul, Matrix.mul_smul, ← smul_sub, h]
    exact smul_comm _ _ _
  have s : ∀ A : Matrix n n ℂ, ((-I) • A) * ((-I) • A) = -(A * A) := by
    intro A
    rw [Matrix.smul_mul, Matrix.mul_smul, smul_smul]
    simp
  have c : ∀ b, ((-I) • J b) * V b = V b * ((-I) • J b) := by
    intro b
    rw [Matrix.smul_mul, Matrix.mul_smul, hV.same b]
  have m : ∀ b, comm (J b) (V (b + 2)) = I • (-V (b + 1)) := by
    intro b
    rw [hV.prev b, smul_neg]
  have hsq : square J = J a * J a + J (a + 1) * J (a + 1) + J (a + 2) * J (a + 2) := by
    have ha : ∀ a : Fin 3, a = 0 ∨ a = 1 ∨ a = 2 := by decide
    unfold square
    rw [Fin.sum_univ_three]
    rcases ha a with rfl | rfl | rfl
    · rfl
    · change _ = J 1 * J 1 + J 2 * J 2 + J 0 * J 0
      abel
    · change _ = J 2 * J 2 + J 0 * J 0 + J 1 * J 1
      abel
  have hD : -square J = ((-I) • J a) * ((-I) • J a) + ((-I) • J (a + 1)) * ((-I) • J (a + 1))
      + ((-I) • J (a + 2)) * ((-I) • J (a + 2)) := by
    rw [hsq, s, s, s]
    abel
  have j1 := hJ.cyclic (a + 1)
  have j2 := hJ.cyclic (a + 2)
  have n1 := hV.next (a + 1)
  have n2 := hV.next (a + 2)
  have m1 := m (a + 1)
  have m2 := m (a + 2)
  rw [e1, e2] at j1 n1
  rw [e3, e4] at j2 n2
  rw [e2, e1] at m1
  rw [e4, e3] at m2
  have h := generator_identity hD (g (g' (hJ.cyclic a))) (g (g' j1)) (g (g' j2))
    (c a) (c (a + 1)) (c (a + 2)) (g (hV.next a)) (g n1) (g n2) (g (m a)) (g m1) (g m2)
  rw [two_smul]
  unfold comm
  linear_combination (norm := noncomm_ring) -h
```

## From operators to eigenvalues

Let $J^2u=lu$ and $J^2v=mv$, where $l$ and $m$ are real eigenvalues, not quantum numbers. Because $J^2$ is Hermitian, $v^\dagger J^2=mv^\dagger$. Hence

$$\langle v,J^2Au\rangle=m\langle v,Au\rangle,\qquad \langle v,AJ^2u\rangle=l\langle v,Au\rangle.$$

```lean
omit [DecidableEq n] in
/-- Next to an eigenvector of `J²`, on either side of a matrix element, `J²` becomes its
eigenvalue. -/
theorem element_square {J : Fin 3 → Matrix n n ℂ} (hJ : IsAngularMomentum J) {u v : n → ℂ}
    {l m : ℝ} (hu : square J *ᵥ u = (l : ℂ) • u) (hv : square J *ᵥ v = (m : ℂ) • v)
    (A : Matrix n n ℂ) :
    element v (square J * A) u = m * element v A u ∧
      element v (A * square J) u = l * element v A u := by
  have hC : (square J)ᴴ = square J := by
    simp only [square, Matrix.conjTranspose_sum, Matrix.conjTranspose_mul, hJ.hermitian]
  have h : star v ᵥ* square J = (m : ℂ) • star v := by
    have h' := congrArg star hv
    rw [Matrix.star_mulVec, hC] at h'
    rw [h']
    simp [star_smul]
  unfold element
  constructor
  · rw [← Matrix.mulVec_mulVec, Matrix.dotProduct_mulVec, h, smul_dotProduct, smul_eq_mul]
  · rw [← Matrix.mulVec_mulVec, hu, Matrix.mulVec_smul, dotProduct_smul, smul_eq_mul]
```

Each commutator with $J^2$ now contributes a factor $m-l$, and the anticommutator contributes $m+l$:

$$(m-l)^3\langle v,V_au\rangle=2(m-l)(m+l)\langle v,V_au\rangle.$$

If $m\ne l$ and the element is non-zero, cancellation (`mul_right_cancel₀`) leaves $(m-l)^2=2(m+l)$.

```lean
/-- If a vector operator connects eigenvectors of `J²` with different eigenvalues `l` and `m`,
then `(m - l)² = 2 (m + l)`. -/
theorem eigenvalue_gap {J V : Fin 3 → Matrix n n ℂ} (hJ : IsAngularMomentum J)
    (hV : IsVectorOperator J V) {u v : n → ℂ} {l m : ℝ} (hu : square J *ᵥ u = (l : ℂ) • u)
    (hv : square J *ᵥ v = (m : ℂ) • v) (hne : m ≠ l) {a : Fin 3}
    (h : element v (V a) u ≠ 0) : (m - l) ^ 2 = 2 * (m + l) := by
  have hc : ∀ A, element v (comm (square J) A) u = ((m : ℂ) - l) * element v A u := by
    intro A
    have hs : element v (comm (square J) A) u
        = element v (square J * A) u - element v (A * square J) u := by
      simp only [element, comm, Matrix.sub_mulVec, dotProduct_sub]
    rw [hs, (element_square hJ hu hv A).1, (element_square hJ hu hv A).2]
    ring
  have hp : element v (square J * V a + V a * square J) u
      = ((m : ℂ) + l) * element v (V a) u := by
    have hs : element v (square J * V a + V a * square J) u
        = element v (square J * V a) u + element v (V a * square J) u := by
      simp only [element, Matrix.add_mulVec, dotProduct_add]
    rw [hs, (element_square hJ hu hv _).1, (element_square hJ hu hv _).2]
    ring
  have h2 : ∀ A, element v ((2 : ℂ) • A) u = 2 * element v A u := by
    intro A
    simp only [element, Matrix.smul_mulVec, dotProduct_smul, smul_eq_mul]
  have ht := congrArg (fun A => element v A u) (triple_commutator hJ hV a)
  simp only [h2, hc, hp] at ht
  have hd : (m : ℂ) - l ≠ 0 := sub_ne_zero.2 (by exact_mod_cast hne)
  -- cancel the non-zero factor `(m - l) ⟨v, V_a u⟩`
  have hq : ((m : ℂ) - l) ^ 2 = 2 * (m + l) := by
    apply mul_right_cancel₀ (mul_ne_zero hd h)
    linear_combination ht
  exact_mod_cast hq
```

## The selection rule

Set $l=j(j+1)$ and $m=k(k+1)$ with real $j,k\ge0$ and $j\ne k$. Then $m-l=(k-j)(j+k+1)\ne0$, and the gap condition becomes

$$\big((j-k)^2-1\big)(j+k)(j+k+2)=0.$$

The last two factors are positive, so $|j-k|=1$. That $j$ and $k$ are integers or half-integers is not assumed.

The theorem is silent about $j=k$, including the $0\to0$ case, and about parity and magnetic quantum numbers. Nor does it say that an element with $|j-k|=1$ is non-zero.

```lean
/-- Dipole selection rule: a vector operator connects states of different angular momenta
`j` and `k` only if `|j - k| = 1`. -/
theorem dipole_selection_rule {J V : Fin 3 → Matrix n n ℂ} (hJ : IsAngularMomentum J)
    (hV : IsVectorOperator J V) {u v : n → ℂ} {j k : ℝ} (hj : 0 ≤ j) (hk : 0 ≤ k)
    (hu : square J *ᵥ u = ((j * (j + 1) : ℝ) : ℂ) • u)
    (hv : square J *ᵥ v = ((k * (k + 1) : ℝ) : ℂ) • v) (hjk : j ≠ k) {a : Fin 3}
    (h : element v (V a) u ≠ 0) : |j - k| = 1 := by
  have hne : k * (k + 1) ≠ j * (j + 1) := by
    intro he
    have h0 : (j - k) * (j + k + 1) = 0 := by linear_combination -he
    rcases mul_eq_zero.1 h0 with h1 | h1
    · exact hjk (sub_eq_zero.1 h1)
    · linarith
  have hg := eigenvalue_gap hJ hV hu hv hne h
  have hpos : 0 < j + k := by
    rcases lt_or_gt_of_ne hjk with h1 | h1 <;> linarith
  -- the gap condition factorises
  have hf : ((j - k - 1) * (j - k + 1)) * ((j + k) * (j + k + 2)) = 0 := by
    linear_combination hg
  have hs : (j + k) * (j + k + 2) ≠ 0 := by positivity
  rw [abs_eq zero_le_one]
  rcases mul_eq_zero.1 ((mul_eq_zero.1 hf).resolve_right hs) with h1 | h1
  · left; linarith
  · right; linarith
```

For $j=1$ and $k=3$, the eigenvalues are 2 and 12. Then $(12-2)^2=100$ but $2(12+2)=28$, so every $\langle v,V_au\rangle$ vanishes. For $k=2$ the second eigenvalue is 6, and $(6-2)^2=16=2(6+2)$: the element is allowed.

## An allowed transition in four dimensions

Take one scalar state and three Cartesian vector states, like an $s$ orbital and a $p$ shell. On the vector states, $(J_a)_{bc}=-i\varepsilon_{abc}$; the scalar state is annihilated.

```lean
/-- Angular momentum matrices on one scalar state followed by three Cartesian vector states. -/
def modelJ : Fin 3 → Matrix (Fin 4) (Fin 4) ℂ :=
  ![!![0, 0, 0, 0; 0, 0, 0, 0; 0, 0, 0, -I; 0, 0, I, 0],
    !![0, 0, 0, 0; 0, 0, 0, I; 0, 0, 0, 0; 0, -I, 0, 0],
    !![0, 0, 0, 0; 0, 0, -I, 0; 0, I, 0, 0; 0, 0, 0, 0]]
```

The component $V_a$ exchanges the scalar state with the $a$-th Cartesian state.

```lean
/-- A model dipole, whose components couple the scalar state to the three Cartesian states. -/
def modelV : Fin 3 → Matrix (Fin 4) (Fin 4) ℂ :=
  ![!![0, 1, 0, 0; 1, 0, 0, 0; 0, 0, 0, 0; 0, 0, 0, 0],
    !![0, 0, 1, 0; 0, 0, 0, 0; 1, 0, 0, 0; 0, 0, 0, 0],
    !![0, 0, 0, 1; 0, 0, 0, 0; 0, 0, 0, 0; 1, 0, 0, 0]]
```

Here $J^2=\mathrm{diag}(0,2,2,2)$, and $V_0$ takes the scalar state to the first Cartesian state with matrix element 1. This is a transition from $j=0$ to $k=1$. The proof checks the relations entry by entry.

```lean
set_option maxHeartbeats 400000 in
/-- The model matrices are an angular momentum and a vector operator, with a non-zero matrix
element between a state with `j = 0` and a state with `k = 1`. -/
theorem dipole_selection_rule_witness :
    IsAngularMomentum modelJ ∧ IsVectorOperator modelJ modelV ∧
      square modelJ *ᵥ ![1, 0, 0, 0] = ((0 * (0 + 1) : ℝ) : ℂ) • ![1, 0, 0, 0] ∧
      square modelJ *ᵥ ![0, 1, 0, 0] = ((1 * (1 + 1) : ℝ) : ℂ) • ![0, 1, 0, 0] ∧
      element ![0, 1, 0, 0] (modelV 0) ![1, 0, 0, 0] = 1 := by
  have hs : square modelJ = !![0, 0, 0, 0; 0, 2, 0, 0; 0, 0, 2, 0; 0, 0, 0, 2] := by
    ext i j
    fin_cases i <;> fin_cases j <;> simp [square, modelJ, Fin.sum_univ_three] <;> norm_num
  refine ⟨⟨?_, ?_⟩, ⟨?_, ?_, ?_⟩, ?_, ?_, ?_⟩
  iterate 5
    · intro a
      fin_cases a <;> ext i j <;> fin_cases i <;> fin_cases j <;>
        simp [comm, modelJ, modelV, Matrix.mul_apply, Fin.sum_univ_four]
  iterate 2
    · rw [hs]
      ext i
      fin_cases i <;> simp [Matrix.mulVec, dotProduct, Fin.sum_univ_four] <;> norm_num
  · simp [element, modelV, Matrix.mulVec, dotProduct, Fin.sum_univ_four]

end

end DipoleSelectionRules
```

```lean
#print axioms DipoleSelectionRules.dipole_selection_rule
```

```
'DipoleSelectionRules.dipole_selection_rule' depends on axioms: [propext, Classical.choice, Quot.sound]
```
